# Real Energies for Coupled-Cluster Iterates with Time-Reversal-Symmetric Data

A correlation energy assembled from complex amplitudes can come out complex, and symmetric input data alone do not prevent it. The single amplitude equation 2t = −(2 + t²) has only real coefficients, yet t = −1 + i solves it, and the energy 2t is then −2 + 2i. In a periodic calculation, where amplitudes at general k-points can be complex anyway, one needs to know when the imaginary parts cancel. They do at every step of the plain iteration started from zero, provided that the data are conjugated under k → −k.

## Pairing amplitudes at k and −k

Let μ run over a finite index set, and let σ be an involution on it, the relabelling k → −k. The denominators D(μ) are real and nonzero. The driving integrals v, linear couplings A and quadratic couplings B are complex, and

D(σμ) = D(μ), v(σμ) = conj v(μ),

A(σμ,σν) = conj A(μ,ν), B(σμ,σν,σκ) = conj B(μ,ν,κ).

Write

F(t)(μ) = v(μ) + Σ_ν A(μ,ν) t(ν) + Σ_νκ B(μ,ν,κ) t(ν) t(κ),

E(t) = Σ_μ conj(v(μ)) t(μ).

The iteration is t_0 = 0 and D(μ) t_{n+1}(μ) = −F(t_n)(μ). The claim is that t_n(σμ) = conj t_n(μ) and that E(t_n) is real, for every n.

Define the time-reversed amplitudes by (Θt)(μ) = conj t(σμ). In the linear term of F(Θt), relabel ν as σν and use the symmetry of A:

Σ_ν A(μ,ν) conj t(σν) = Σ_ν A(μ,σν) conj t(ν) = conj Σ_ν A(σμ,ν) t(ν).

The quadratic term works the same way with both summation indices relabelled, and v(μ) = conj v(σμ). Hence

F(Θt)(μ) = conj F(t)(σμ).

The zero amplitudes satisfy Θt_0 = t_0. If Θt_n = t_n, the last identity gives F(t_n)(σμ) = conj F(t_n)(μ), so

D(μ) t_{n+1}(σμ) = −F(t_n)(σμ) = −conj F(t_n)(μ) = D(μ) conj t_{n+1}(μ).

Cancelling D(μ) completes the induction. For the energy, relabelling gives

E(Θt) = Σ_μ conj(v(μ)) conj t(σμ) = Σ_μ v(μ) conj t(μ) = conj E(t),

so Θt = t forces E(t) to be real.

## The data and their symmetry

In Lean 4 with Mathlib:

```lean
import Mathlib

open ComplexConjugate Filter Topology
open Complex (I)

namespace PeriodicCoupledCluster

noncomputable section
```

The model is a record of four arrays over an index type `ι`.

```lean
/-- Data of amplitude equations with linear and quadratic couplings: denominators `D`,
driving integrals `v`, linear couplings `A` and quadratic couplings `B`. -/
structure CCModel (ι : Type*) where
  D : ι → ℝ
  v : ι → ℂ
  A : ι → ι → ℂ
  B : ι → ι → ι → ℂ
```

Typing `D` as real-valued builds in real orbital-energy differences. The couplings stop at second order, as in coupled-cluster doubles; the cubic and quartic terms that appear with singles are absent.

```lean
/-- The index map `σ` (k to -k) is an involution that preserves the denominators and
conjugates all integrals. -/
structure IsTimeReversal {ι : Type*} (σ : ι → ι) (M : CCModel ι) : Prop where
  invol : Function.Involutive σ
  D_inv : ∀ μ, M.D (σ μ) = M.D μ
  v_conj : ∀ μ, M.v (σ μ) = conj (M.v μ)
  A_conj : ∀ μ ν, M.A (σ μ) (σ ν) = conj (M.A μ ν)
  B_conj : ∀ μ ν κ, M.B (σ μ) (σ ν) (σ κ) = conj (M.B μ ν κ)
```

`IsTimeReversal` is assumed of the integrals, not derived from a Hamiltonian. It stands for a time-reversal-invariant system without spin-orbit coupling, a k-mesh closed under k → −k, and orbitals chosen so that each orbital at −k is the complex conjugate of its partner at k. Momentum conservation is not imposed.

```lean
/-- The time-reversed amplitudes: conjugate the amplitude found at the reversed index. -/
def timeReverse {ι : Type*} (σ : ι → ι) (t : ι → ℂ) : ι → ℂ := fun μ => conj (t (σ μ))
```

This is Θ. Next come F, the energy, and the equations themselves, with `Fintype ι` expressing a finite mesh and a finite set of orbitals.

```lean
variable {ι : Type*} [Fintype ι] {σ : ι → ι} {M : CCModel ι}

/-- The expression `v + A t + B(t,t)`, whose negative is the right-hand side of the amplitude
equations. -/
def CCModel.drive (M : CCModel ι) (t : ι → ℂ) (μ : ι) : ℂ :=
  M.v μ + ∑ ν, M.A μ ν * t ν + ∑ ν, ∑ κ, M.B μ ν κ * t ν * t κ

/-- The correlation energy `∑ conj(v) t`. -/
def CCModel.energy (M : CCModel ι) (t : ι → ℂ) : ℂ := ∑ μ, conj (M.v μ) * t μ
```

The energy is linear in the amplitudes and carries no prefactor. A real prefactor, such as the 1/4 in a sum over all spin-orbital labels, would not affect whether the energy is real.

```lean
/-- The amplitudes `t` solve `D t = -(v + A t + B(t,t))`. -/
def CCModel.IsSolution (M : CCModel ι) (t : ι → ℂ) : Prop :=
  ∀ μ, (M.D μ : ℂ) * t μ = -M.drive t μ

/-- The sequence `t` starts from zero amplitudes and obeys the update rule
`D t_{n+1} = -(v + A t_n + B(t_n,t_n))`. -/
def CCModel.IsIteration (M : CCModel ι) (t : ℕ → ι → ℂ) : Prop :=
  t 0 = 0 ∧ ∀ n μ, (M.D μ : ℂ) * t (n + 1) μ = -M.drive (t n) μ
```

Both the equations and the update keep D on the left, so no division occurs. The update is the undamped one, without convergence acceleration.

## Conjugation passes through the equations

The first lemma is F(Θt)(μ) = conj F(t)(σμ). The local statement `re` is the relabelling of a sum by σ; `hA` and `hB` apply it to the linear and quadratic terms, and the final `simp only` adds the driving term.

```lean
/-- The map `t ↦ v + A t + B(t,t)` commutes with time reversal. -/
theorem drive_timeReverse (h : IsTimeReversal σ M) (t : ι → ℂ) (μ : ι) :
    M.drive (timeReverse σ t) μ = conj (M.drive t (σ μ)) := by
  -- sums over all indices may be relabelled by k → -k
  have re : ∀ f : ι → ℂ, ∑ ν, f (σ ν) = ∑ ν, f ν :=
    fun f => Function.Bijective.sum_comp h.invol.bijective f
  have hA : ∑ ν, M.A μ ν * conj (t (σ ν)) = conj (∑ ν, M.A (σ μ) ν * t ν) := by
    rw [map_sum, ← re (fun ν => conj (M.A (σ μ) ν * t ν))]
    refine Finset.sum_congr rfl fun ν _ => ?_
    simp only [h.A_conj, map_mul, Complex.conj_conj]
  have hB : ∑ ν, ∑ κ, M.B μ ν κ * conj (t (σ ν)) * conj (t (σ κ))
      = conj (∑ ν, ∑ κ, M.B (σ μ) ν κ * t ν * t κ) := by
    simp only [map_sum]
    rw [← re (fun ν => ∑ κ, conj (M.B (σ μ) ν κ * t ν * t κ))]
    refine Finset.sum_congr rfl fun ν _ => ?_
    try beta_reduce
    rw [← re (fun κ => conj (M.B (σ μ) (σ ν) κ * t (σ ν) * t κ))]
    refine Finset.sum_congr rfl fun κ _ => ?_
    simp only [h.B_conj, map_mul, Complex.conj_conj]
  simp only [CCModel.drive, timeReverse, map_add, hA, hB, h.v_conj, Complex.conj_conj]
```

The energy identity needs one relabelling.

```lean
/-- Time reversal of the amplitudes conjugates the correlation energy. -/
theorem energy_timeReverse (h : IsTimeReversal σ M) (t : ι → ℂ) :
    M.energy (timeReverse σ t) = conj (M.energy t) := by
  unfold CCModel.energy timeReverse
  rw [map_sum, ← Function.Bijective.sum_comp h.invol.bijective
    (fun μ => conj (conj (M.v μ) * t μ))]
  refine Finset.sum_congr rfl fun μ _ => ?_
  simp only [h.v_conj, map_mul, Complex.conj_conj]
```

Conjugating the amplitude equation at σμ shows that Θ maps solutions to solutions. A solution that is not symmetric therefore comes with a partner, whose energy is the complex conjugate.

```lean
/-- The time reverse of a solution of the amplitude equations is again a solution. -/
theorem solution_timeReverse (h : IsTimeReversal σ M) {t : ι → ℂ} (ht : M.IsSolution t) :
    M.IsSolution (timeReverse σ t) := by
  intro μ
  have h1 := congrArg (fun z : ℂ => conj z) (ht (σ μ))
  rw [drive_timeReverse h]
  simpa only [timeReverse, map_mul, map_neg, Complex.conj_ofReal, h.D_inv] using h1
```

The pairing condition is the same as invariance under Θ. The first lemma below derives the invariance from the pairing, and the second uses it to show that the energy equals its own conjugate, so its imaginary part is zero.

```lean
omit [Fintype ι] in
/-- Amplitudes with `t(σ μ) = conj t(μ)` are unchanged by time reversal. -/
theorem timeReverse_eq_self {t : ι → ℂ} (hs : ∀ μ, t (σ μ) = conj (t μ)) :
    timeReverse σ t = t := by
  funext μ
  simp only [timeReverse, hs, Complex.conj_conj]

/-- Amplitudes with `t(σ μ) = conj t(μ)` have a real correlation energy. -/
theorem energy_real (h : IsTimeReversal σ M) {t : ι → ℂ}
    (hs : ∀ μ, t (σ μ) = conj (t μ)) : (M.energy t).im = 0 := by
  have h1 := energy_timeReverse h t
  rw [timeReverse_eq_self hs] at h1
  exact Complex.conj_eq_iff_im.1 h1.symm
```

## Every iterate from zero is symmetric

The main theorem follows the induction by hand. The `calc` block is the displayed chain for D(μ) t_{n+1}(σμ), and `mul_left_cancel₀` removes the denominator, which is where `hD` enters.

```lean
/-- Every iterate started from zero satisfies `t(σ μ) = conj t(μ)` and has a real
correlation energy. -/
theorem iterates_symmetric (h : IsTimeReversal σ M) (hD : ∀ μ, M.D μ ≠ 0)
    {t : ℕ → ι → ℂ} (ht : M.IsIteration t) (n : ℕ) :
    (∀ μ, t n (σ μ) = conj (t n μ)) ∧ (M.energy (t n)).im = 0 := by
  have key : ∀ μ, t n (σ μ) = conj (t n μ) := by
    induction n with
    | zero => intro μ; simp [ht.1]
    | succ n ih =>
      intro μ
      have hd : (M.D μ : ℂ) ≠ 0 := Complex.ofReal_ne_zero.2 (hD μ)
      have h1 := drive_timeReverse h (t n) μ
      rw [timeReverse_eq_self ih] at h1
      have h2 := ht.2 n (σ μ)
      rw [h.D_inv] at h2
      -- compare both updates and cancel the common denominator
      apply mul_left_cancel₀ hd
      calc (M.D μ : ℂ) * t (n + 1) (σ μ) = -M.drive (t n) (σ μ) := h2
        _ = conj (-M.drive (t n) μ) := by rw [h1, map_neg, Complex.conj_conj]
        _ = conj ((M.D μ : ℂ) * t (n + 1) μ) := by rw [ht.2 n μ]
        _ = (M.D μ : ℂ) * conj (t (n + 1) μ) := by rw [map_mul, Complex.conj_ofReal]
  exact ⟨key, energy_real h key⟩
```

In exact arithmetic, a nonzero imaginary part of the energy during this iteration means that the data violate the hypotheses or that the update is not the stated one. Possible causes are a Hamiltonian that breaks time-reversal symmetry, a mesh that is not closed under k → −k, or a coding error. A different choice of orbital phases, applied consistently to all integrals, is not a cause: it multiplies v(μ) and t_n(μ) by the same phase, which cancels in the energy.

At a self-paired index, such as one whose k-points are all Γ, the relation reads t_n(μ) = conj t_n(μ), so the amplitude is real.

```lean
/-- At an index that is its own time-reversal partner, every iterate is real. -/
theorem iterates_real_of_fixed (h : IsTimeReversal σ M) (hD : ∀ μ, M.D μ ≠ 0)
    {t : ℕ → ι → ℂ} (ht : M.IsIteration t) (n : ℕ) {μ : ι} (hμ : σ μ = μ) :
    (t n μ).im = 0 := by
  have h1 := (iterates_symmetric h hD ht n).1 μ
  rw [hμ] at h1
  exact Complex.conj_eq_iff_im.1 h1.symm
```

Convergence is a hypothesis of the next theorem. Given a limit T, continuity of conjugation carries the pairing over to T, and continuity of F turns the update rule into the amplitude equation. Uniqueness of limits closes both arguments.

```lean
/-- If the iteration converges, its limit solves the amplitude equations, satisfies
`T(σ μ) = conj T(μ)` and has a real correlation energy. -/
theorem limit_symmetric (h : IsTimeReversal σ M) (hD : ∀ μ, M.D μ ≠ 0)
    {t : ℕ → ι → ℂ} (ht : M.IsIteration t) {T : ι → ℂ} (hT : Tendsto t atTop (𝓝 T)) :
    M.IsSolution T ∧ (∀ μ, T (σ μ) = conj (T μ)) ∧ (M.energy T).im = 0 := by
  have hp := tendsto_pi_nhds.1 hT
  have hs : ∀ μ, T (σ μ) = conj (T μ) := by
    intro μ
    have h1 : Tendsto (fun n => t n (σ μ)) atTop (𝓝 (conj (T μ))) := by
      simp only [fun n => (iterates_symmetric h hD ht n).1 μ]
      exact (Complex.continuous_conj.tendsto (T μ)).comp (hp μ)
    exact tendsto_nhds_unique (hp (σ μ)) h1
  refine ⟨fun μ => ?_, hs, energy_real h hs⟩
  -- pass to the limit on both sides of the update rule
  have hc : Continuous (fun s : ι → ℂ => M.drive s μ) := by
    unfold CCModel.drive
    fun_prop
  have h1 : Tendsto (fun n => (M.D μ : ℂ) * t (n + 1) μ) atTop (𝓝 ((M.D μ : ℂ) * T μ)) :=
    ((hp μ).comp (tendsto_add_atTop_nat 1)).const_mul _
  have h2 : Tendsto (fun n => -M.drive (t n) μ) atTop (𝓝 (-M.drive T μ)) :=
    ((hc.tendsto T).comp hT).neg
  simp only [ht.2] at h1
  exact tendsto_nhds_unique h1 h2
```

## Complex amplitudes with a real energy

Two indices exchanged by σ show that the amplitudes themselves need not be real. In the order `false`, `true`, the driving integrals are (i, −i), and every entry of D, A and B is 1. These values are chosen for simple algebra and are not derived from a Hamiltonian.

```lean
/-- Two amplitudes exchanged by k to -k, with `v = (i, -i)` and all other data equal to one. -/
def pairModel : CCModel Bool where
  D := fun _ => 1
  v := fun b => cond b (-I) I
  A := fun _ _ => 1
  B := fun _ _ _ => 1

/-- The sequence that is zero at first and `(-i, i)` from then on. -/
def pairAmplitudes : ℕ → Bool → ℂ
  | 0, _ => 0
  | _ + 1, b => cond b I (-I)
```

The first update gives t_1 = −v = (−i, i). These amplitudes sum to zero, so the linear and quadratic terms vanish and the sequence stays there. Its energy is (−i)(−i) + i·i = −2.

```lean
/-- The pair model meets all hypotheses; its iterates after the first step are not real,
while their energy is `-2`. -/
theorem pairModel_witness :
    IsTimeReversal Bool.not pairModel ∧ (∀ b, pairModel.D b ≠ 0) ∧
      pairModel.IsIteration pairAmplitudes ∧
      ∀ n, (∀ b, (pairAmplitudes (n + 1) b).im ≠ 0) ∧
        pairModel.energy (pairAmplitudes (n + 1)) = -2 := by
  refine ⟨⟨?_, ?_, ?_, ?_, ?_⟩, ?_, ⟨?_, ?_⟩, fun n => ⟨?_, ?_⟩⟩
  · intro b; cases b <;> rfl
  · intro b; rfl
  · intro b; cases b <;> simp [pairModel]
  · intro b c; simp [pairModel]
  · intro b c d; simp [pairModel]
  · intro b; simp [pairModel]
  · funext b; rfl
  · intro n b
    cases n <;> cases b <;> simp [CCModel.drive, pairModel, pairAmplitudes]
  · intro b; cases b <;> simp [pairAmplitudes]
  · simp [CCModel.energy, pairModel, pairAmplitudes]
    try norm_num
```

The proof checks each symmetry condition and the update rule for both values of the index.

## A complex solution of a real equation

The opening example has one index, with σ the identity. Its coefficients are again chosen for the algebra and do not describe a particular physical system.

```lean
/-- A single amplitude with real data, obeying `2 t = -(2 + t²)`. -/
def singleModel : CCModel Unit where
  D := fun _ => 2
  v := fun _ => 2
  A := fun _ _ => 0
  B := fun _ _ _ => 1
```

For t = −1 + i one has t² = −2i, so −(2 + t²) = −2 + 2i = 2t. The proof reduces the equation to i² = −1 through `linear_combination`.

```lean
/-- Symmetric data alone do not make every solution symmetric: the single-amplitude model
has the solution `-1 + i`, with the complex energy `-2 + 2i`. -/
theorem singleModel_complex_solution :
    IsTimeReversal id singleModel ∧ singleModel.IsSolution (fun _ => -1 + I) ∧
      singleModel.energy (fun _ => -1 + I) = -2 + 2 * I := by
  have h2 : conj (2 : ℂ) = 2 := Complex.conj_ofReal 2
  refine ⟨⟨fun _ => rfl, fun _ => rfl, fun _ => h2.symm, ?_, ?_⟩, ?_, ?_⟩
  · intro a b; simp [singleModel]
  · intro a b c; simp [singleModel]
  · intro a
    simp only [CCModel.drive, singleModel, Finset.univ_unique, Finset.sum_singleton]
    push_cast
    linear_combination Complex.I_sq
  · simp only [CCModel.energy, singleModel, Finset.univ_unique, Finset.sum_singleton, h2]
    ring

end

end PeriodicCoupledCluster
```

The iterates from zero are real here, whereas t² + 2t + 2 = 0 has no real root, so the iteration cannot converge to this solution or to any other. A solver that reaches −1 + i must have started elsewhere or followed a different update.

```lean
#print axioms PeriodicCoupledCluster.energy_timeReverse
-- 'PeriodicCoupledCluster.energy_timeReverse' depends on axioms: [propext, Classical.choice, Quot.sound]
#print axioms PeriodicCoupledCluster.iterates_real_of_fixed
-- 'PeriodicCoupledCluster.iterates_real_of_fixed' depends on axioms: [propext, Classical.choice, Quot.sound]
#print axioms PeriodicCoupledCluster.limit_symmetric
-- 'PeriodicCoupledCluster.limit_symmetric' depends on axioms: [propext, Classical.choice, Quot.sound]
#print axioms PeriodicCoupledCluster.singleModel_complex_solution
-- 'PeriodicCoupledCluster.singleModel_complex_solution' depends on axioms: [propext, Classical.choice, Quot.sound]
```
